# The Z ln Z coefficient of the second-order gradient exchange energy in a Thomas-Fermi core with power-law cutoffs

Hartree atomic units are used throughout. Let $Z>0$ be the nuclear charge and $r>0$ the distance from the nucleus. Deep inside a heavy atom the potential is taken to be the bare $-Z/r$, and both the screening by the other electrons and the chemical potential are neglected. The Thomas-Fermi condition $K^2/2 = Z/r$ then fixes the local Fermi wavevector $K$, and filling all states up to $K$ with both spins gives the density $n$:

$$K=\sqrt{\frac{2Z}{r}},\qquad n=\frac{K^3}{3\pi^2}.$$

The Lean file treats $Z$ and $r$ as real numbers, so $Z$ need not be an integer.

```lean
import Mathlib

open Filter Topology
open scoped Real

namespace ExchangeGradientExpansion

noncomputable section
```

The wavevector is `fermiK Z r`.

```lean
/-- Local Fermi wavevector `K = (2Z/r)^(1/2)` of the Thomas-Fermi core, for `Z > 0` and
`r > 0`. -/
def fermiK (Z r : ℝ) : ℝ := Real.sqrt (2 * Z / r)
```

The density is `coreDensity Z r`. With $Z$ held fixed, `coreDensity Z` is a function of the radius alone.

```lean
/-- Thomas-Fermi core density `n = K³/(3π²)`, for `Z > 0` and `r > 0`. -/
def coreDensity (Z r : ℝ) : ℝ := fermiK Z r ^ 3 / (3 * π ^ 2)
```

The reduced gradient compares the change of the density with the local Fermi wavelength,

$$s=\frac{|n'|}{2Kn},$$

where the prime is the derivative with respect to $r$. In the file this is Lean's `deriv` of the density, so $s$ is tied to the actual slope of $n$ and not to a formula entered by hand.

```lean
/-- Reduced density gradient `s = |n'|/(2Kn)` of the core, for `Z > 0` and `r > 0`. -/
def reducedGradient (Z r : ℝ) : ℝ :=
  |deriv (coreDensity Z) r| / (2 * fermiK Z r * coreDensity Z r)
```

The local exchange energy per electron is $-3K/(4\pi)$. The gradient-corrected functionals considered here multiply it by an enhancement factor that begins $1+\mu s^2$. The real number $\mu$ sets how strongly exchange responds to a slowly varying density; it is a free parameter here, and no value is derived for it. The term in $\mu$, weighted with the density and with the area $4\pi r^2$ of a sphere, is the radial integrand

$$g(r)=-4\pi r^2\,\frac{3K}{4\pi}\,n\,\mu s^2 .$$

```lean
/-- Radial integrand `-4πr² (3K/4π) n μs²` of the second-order gradient term of exchange,
for `Z > 0` and `r > 0`. -/
def gradientIntegrand (μ Z r : ℝ) : ℝ :=
  -(4 * π * r ^ 2) * (3 * fermiK Z r / (4 * π)) * coreDensity Z r
    * (μ * reducedGradient Z r ^ 2)
```

The gradient energy between two radii is $E(r_1,r_2)=\int_{r_1}^{r_2} g(r)\,dr$. Lean's interval integral is oriented: exchanging the limits changes the sign.

```lean
/-- Gradient term of the exchange energy between the positive radii `r₁` and `r₂`, for `Z > 0`. -/
def gradientEnergy (μ Z r₁ r₂ : ℝ) : ℝ := ∫ r in r₁..r₂, gradientIntegrand μ Z r
```

Another model would take $n$ as a function on three-dimensional space, use $|\nabla n|$ in $s$, and integrate over a spherical shell. That would add two steps, the reduction of $|\nabla n|$ to $|n'|$ and the integration over angles. For $r_1\le r_2$ the energy would be the same, but the sign convention for exchanged radii would be lost.

## (a) Slope of the Fermi wavevector

Show that for $Z,r>0$

$$K'=-\frac{K}{2r}.$$

**Solution.** The quantity under the root has the derivative $-2Z/r^2=-K^2/r$. By the chain rule,

$$K'=\frac{1}{2K}\left(-\frac{K^2}{r}\right)=-\frac{K}{2r}.$$

`HasDerivAt f c r` says that $f$ is differentiable at $r$ with derivative $c$. In the proof, `h1` differentiates $2Z/r$, `h1.sqrt` applies the chain rule, and `hs` supplies $K^2=2Z/r$ for the last simplification.

```lean
/-- For `Z > 0` and `r > 0` the Fermi wavevector has the radial derivative `-K/(2r)`. -/
theorem hasDerivAt_fermiK {Z r : ℝ} (hZ : 0 < Z) (hr : 0 < r) :
    HasDerivAt (fermiK Z) (-fermiK Z r / (2 * r)) r := by
  have hq : 0 < 2 * Z / r := by positivity
  have h1 : HasDerivAt (fun x : ℝ => 2 * Z / x) (-(2 * Z / r) / r) r :=
    ((hasDerivAt_const r (2 * Z)).fun_div (hasDerivAt_id' r) hr.ne').congr_deriv (by ring)
  have hs : Real.sqrt (2 * Z / r) ^ 2 = 2 * Z / r := Real.sq_sqrt hq.le
  have hp : 0 < Real.sqrt (2 * Z / r) := Real.sqrt_pos.mpr hq
  refine (h1.sqrt hq.ne').congr_deriv ?_
  unfold fermiK
  rw [div_eq_iff (mul_pos two_pos hp).ne']
  linear_combination (1 / r) * hs
```

## (b) Slope of the density

Show that for $Z,r>0$

$$n'=-\frac{3}{2}\,\frac{n}{r}.$$

**Solution.** Differentiate the cube and insert (a):

$$n'=\frac{3K^2K'}{3\pi^2}=\frac{3K^2}{3\pi^2}\left(-\frac{K}{2r}\right)=-\frac{3}{2r}\,\frac{K^3}{3\pi^2}=-\frac32\,\frac nr .$$

The Lean proof takes the same route: `fun_pow 3` is the power rule applied to (a), and `div_const` carries the factor $1/(3\pi^2)$ along.

```lean
/-- For `Z > 0` and `r > 0` the core density has the radial derivative `-(3/2) n/r`. -/
theorem hasDerivAt_coreDensity {Z r : ℝ} (hZ : 0 < Z) (hr : 0 < r) :
    HasDerivAt (coreDensity Z) (-(3 / 2 * coreDensity Z r / r)) r := by
  refine (((hasDerivAt_fermiK hZ hr).fun_pow 3).div_const (3 * π ^ 2)).congr_deriv ?_
  have e : (3 : ℕ) - 1 = 2 := rfl
  simp only [coreDensity, e]
  push_cast
  ring
```

## (c) The reduced gradient in closed form

Show that for $Z,r>0$

$$s=\frac{3}{4Kr}.$$

**Solution.** Since $n$ and $r$ are positive, (b) gives $|n'|=3n/(2r)$. The density then cancels:

$$s=\frac{3n/(2r)}{2Kn}=\frac{3}{4Kr}.$$

Inserting $K$ gives $s=3/(4\sqrt{2Zr})$, so the density varies slowly on the scale of the Fermi wavelength only where $Zr$ is large.

In Lean, `.deriv` turns the statement of (b) into the value of `deriv (coreDensity Z) r`. The lemmas `abs_neg` and `abs_of_pos` remove the modulus, and the positivity facts `hK` and `hn` allow the cancellation.

```lean
/-- For `Z > 0` and `r > 0` the reduced gradient of the core is `s = 3/(4Kr)`. -/
theorem reducedGradient_eq {Z r : ℝ} (hZ : 0 < Z) (hr : 0 < r) :
    reducedGradient Z r = 3 / (4 * fermiK Z r * r) := by
  have hK : 0 < fermiK Z r := Real.sqrt_pos.mpr (by positivity)
  have hn : 0 < coreDensity Z r := by
    unfold coreDensity
    positivity
  unfold reducedGradient
  rw [(hasDerivAt_coreDensity hZ hr).deriv, abs_neg, abs_of_pos (by positivity)]
  field_simp
  ring
```

## (d) The integrand as a multiple of 1/r

Show that for every real $\mu$ and all $Z,r>0$

$$g(r)=-\frac{9\mu Z}{8\pi^2}\,\frac1r .$$

**Solution.** Insert $n=K^3/(3\pi^2)$ and $s^2=9/(16K^2r^2)$:

$$g(r)=-4\pi r^2\cdot\frac{3K}{4\pi}\cdot\frac{K^3}{3\pi^2}\cdot\frac{9\mu}{16K^2r^2}=-\frac{9\mu}{16\pi^2}\,K^2 .$$

The explicit powers of $r$ have cancelled, and $K^2=2Z/r$ gives the claim.

The intermediate multiple of $K^2$ is the statement `h` in the proof. The final rewriting uses `hK2`, which is $K^2=2Z/r$.

```lean
/-- For `Z > 0` and `r > 0` the radial integrand of the gradient term is
`-(9μZ/(8π²))/r`. -/
theorem gradientIntegrand_eq (μ : ℝ) {Z r : ℝ} (hZ : 0 < Z) (hr : 0 < r) :
    gradientIntegrand μ Z r = -(9 * μ * Z / (8 * π ^ 2)) * r⁻¹ := by
  have hK : 0 < fermiK Z r := Real.sqrt_pos.mpr (by positivity)
  have hK2 : fermiK Z r ^ 2 = 2 * Z / r := Real.sq_sqrt (by positivity)
  have hpi : 0 < π := Real.pi_pos
  -- all factors combine to a multiple of `K²`
  have h : gradientIntegrand μ Z r = -(9 * μ / (16 * π ^ 2)) * fermiK Z r ^ 2 := by
    unfold gradientIntegrand
    rw [reducedGradient_eq hZ hr]
    unfold coreDensity
    field_simp
    ring
  rw [h, hK2]
  ring
```

## (e) Energy of a shell

Show that for every real $\mu$ and all $Z,r_1,r_2>0$

$$E(r_1,r_2)=-\frac{9\mu Z}{8\pi^2}\,\ln\frac{r_2}{r_1}.$$

**Solution.** By (d) the integrand is a constant times $1/r$, so

$$E(r_1,r_2)=-\frac{9\mu Z}{8\pi^2}\int_{r_1}^{r_2}\frac{dr}{r}=-\frac{9\mu Z}{8\pi^2}\,(\ln r_2-\ln r_1).$$

Shells with the same ratio of radii contribute equally. For $\mu\neq0$ the energy therefore diverges logarithmically if the inner radius goes to zero or the outer radius to infinity, and a finite value needs a cutoff at both ends.

No order of $r_1$ and $r_2$ is assumed. The lemma `integral_congr` replaces the integrand by its closed form, which requires (d) only between the two limits. Every radius there is at least the smaller of $r_1$ and $r_2$, hence positive. Then `integral_inv_of_pos` evaluates the integral of $1/r$.

```lean
/-- For `Z > 0` the gradient term between two positive radii is
`-(9μZ/(8π²)) ln(r₂/r₁)`. -/
theorem gradientEnergy_shell (μ : ℝ) {Z r₁ r₂ : ℝ} (hZ : 0 < Z) (h₁ : 0 < r₁)
    (h₂ : 0 < r₂) :
    gradientEnergy μ Z r₁ r₂ = -(9 * μ * Z / (8 * π ^ 2)) * Real.log (r₂ / r₁) := by
  have h : gradientEnergy μ Z r₁ r₂
      = ∫ r in r₁..r₂, -(9 * μ * Z / (8 * π ^ 2)) * r⁻¹ := by
    unfold gradientEnergy
    apply intervalIntegral.integral_congr
    intro r hr
    exact gradientIntegrand_eq μ hZ ((lt_min h₁ h₂).trans_le hr.1)
  rw [h, intervalIntegral.integral_const_mul, integral_inv_of_pos h₁ h₂]
```

## (f) Cutoffs that scale as powers of the charge

Let $a,b>0$ be constants and $p,q$ real exponents. Show that for every real $\mu$ and every $Z>0$

$$E\!\left(aZ^{-p},\,bZ^{-q}\right)=-\frac{9\mu Z}{8\pi^2}\left[(p-q)\ln Z+\ln\frac ba\right].$$

**Solution.** Both radii are positive, so (e) applies. The logarithm of their ratio is

$$\ln\left(bZ^{-q}\right)-\ln\left(aZ^{-p}\right)=\ln b-q\ln Z-\ln a+p\ln Z=(p-q)\ln Z+\ln\frac ba .$$

The Lean proof first establishes that both powers of $Z$ are positive. It then expands the logarithm with the rules for quotients, products and real powers: `Real.log_div`, `Real.log_mul` and `Real.log_rpow`.

```lean
/-- For `a, b, Z > 0` the gradient term between the radii `a Z^(-p)` and `b Z^(-q)` is
`-(9μZ/(8π²)) ((p - q) ln Z + ln(b/a))`. -/
theorem gradientEnergy_powers (μ p q : ℝ) {a b Z : ℝ} (ha : 0 < a) (hb : 0 < b)
    (hZ : 0 < Z) :
    gradientEnergy μ Z (a * Z ^ (-p)) (b * Z ^ (-q))
      = -(9 * μ * Z / (8 * π ^ 2)) * ((p - q) * Real.log Z + Real.log (b / a)) := by
  have hp : 0 < Z ^ (-p) := Real.rpow_pos_of_pos hZ _
  have hq : 0 < Z ^ (-q) := Real.rpow_pos_of_pos hZ _
  rw [gradientEnergy_shell μ hZ (mul_pos ha hp) (mul_pos hb hq),
    Real.log_div (mul_pos hb hq).ne' (mul_pos ha hp).ne',
    Real.log_mul hb.ne' hq.ne', Real.log_mul ha.ne' hp.ne',
    Real.log_rpow hZ, Real.log_rpow hZ, Real.log_div hb.ne' ha.ne']
  ring
```

## (g) The limit for general exponents

Show that for fixed $a,b>0$ and real $\mu,p,q$

$$\lim_{Z\to\infty}\frac{E\!\left(aZ^{-p},\,bZ^{-q}\right)}{Z\ln Z}=-\frac{9\mu}{8\pi^2}\,(p-q).$$

**Solution.** For $Z>1$ the logarithm is positive, and dividing (f) by $Z\ln Z$ gives

$$\frac{E\!\left(aZ^{-p},\,bZ^{-q}\right)}{Z\ln Z}=-\frac{9\mu}{8\pi^2}\left[(p-q)+\frac{\ln(b/a)}{\ln Z}\right].$$

The numerator of the last fraction is constant while $\ln Z$ grows without bound, so the fraction vanishes in the limit. The constants $a$ and $b$ drop out, and only the difference of the exponents remains. For $\mu\neq0$ and $a\neq b$ the approach is slow, because the correction falls off only as $1/\ln Z$.

`Tendsto … atTop (𝓝 c)` states convergence to $c$ as the real variable $Z$ goes to infinity. The proof builds the limit of the right-hand side first: `h0` is the vanishing fraction, and `h1` adds $p-q$ and multiplies by the prefactor. Then `congr'` transfers the limit to the energy ratio, which has to agree with the right-hand side only for large $Z$, here for $Z>1$.

```lean
/-- For `a, b > 0` the gradient term between `a Z^(-p)` and `b Z^(-q)`, divided by
`Z ln Z`, tends to `-(9μ/(8π²)) (p - q)` as `Z` grows. -/
theorem tendsto_gradientEnergy_powers (μ p q : ℝ) {a b : ℝ} (ha : 0 < a) (hb : 0 < b) :
    Tendsto (fun Z : ℝ =>
        gradientEnergy μ Z (a * Z ^ (-p)) (b * Z ^ (-q)) / (Z * Real.log Z))
      atTop (𝓝 (-(9 * μ / (8 * π ^ 2)) * (p - q))) := by
  -- the cutoff constants enter only through `ln(b/a) / ln Z`, which vanishes
  have h0 := Real.tendsto_log_atTop.const_div_atTop (Real.log (b / a))
  have h1 := (h0.const_add (p - q)).const_mul (-(9 * μ / (8 * π ^ 2)))
  rw [add_zero] at h1
  refine h1.congr' ?_
  filter_upwards [eventually_gt_atTop (1 : ℝ)] with Z hZ
  have hZ0 : 0 < Z := one_pos.trans hZ
  have hl : Real.log Z ≠ 0 := (Real.log_pos hZ).ne'
  have hpi : π ≠ 0 := Real.pi_ne_zero
  rw [gradientEnergy_powers μ p q ha hb hZ0]
  generalize Real.log (b / a) = L
  generalize Real.log Z = l at hl ⊢
  field_simp
```

## (h) The core between the innermost shell and the onset of screening

Take the inner radius $a/Z$ and the outer radius $bZ^{-1/3}$. Show that for every real $\mu$ and all $a,b,Z>0$

$$E\!\left(\frac aZ,\,bZ^{-1/3}\right)=-\frac{9\mu Z}{8\pi^2}\left[\frac23\ln Z+\ln\frac ba\right].$$

**Solution.** Write $a/Z=aZ^{-1}$ and use (f) with $p=1$ and $q=1/3$, for which $p-q=2/3$.

The two cutoffs are assumptions, and each stands for a physical limit of the model. The length $1/Z$ is the size of the innermost orbital. At $r=a/Z$, part (c) gives $s=3/(4\sqrt{2a})$, which does not depend on $Z$, and $s$ grows further in. At radii of order $1/Z$ a larger charge therefore does not make the density vary more slowly on the scale of the Fermi wavelength, as a gradient expansion would require. The length $Z^{-1/3}$ is the Thomas-Fermi scale of the atom, where screening is no longer negligible and the bare potential fails. The radii are in the expected order, inner below outer, when $Z^{2/3}>a/b$. For smaller $Z$ the formula still holds, with the oriented integral.

In Lean the equation `e` rewrites $a/Z$ as a real power, after which the general result applies.

```lean
/-- For `a, b, Z > 0` the gradient term of the exchange energy from `a/Z` to `b Z^(-1/3)`
is `-(9μZ/(8π²)) ((2/3) ln Z + ln(b/a))`. -/
theorem gradientEnergy_core (μ : ℝ) {a b Z : ℝ} (ha : 0 < a) (hb : 0 < b) (hZ : 0 < Z) :
    gradientEnergy μ Z (a / Z) (b * Z ^ (-(1 / 3) : ℝ))
      = -(9 * μ * Z / (8 * π ^ 2)) * (2 / 3 * Real.log Z + Real.log (b / a)) := by
  have e : a / Z = a * Z ^ (-(1 : ℝ)) := by
    rw [Real.rpow_neg_one, div_eq_mul_inv]
  rw [e, gradientEnergy_powers μ 1 (1 / 3) ha hb hZ]
  ring
```

## (i) The coefficient of Z ln Z

Show that for fixed $a,b>0$ and every real $\mu$

$$\lim_{Z\to\infty}\frac{E\!\left(a/Z,\,bZ^{-1/3}\right)}{Z\ln Z}=-\frac{3\mu}{4\pi^2}.$$

**Solution.** Part (g) with $p=1$ and $q=1/3$ gives

$$-\frac{9\mu}{8\pi^2}\left(1-\frac13\right)=-\frac{9\mu}{8\pi^2}\cdot\frac23=-\frac{3\mu}{4\pi^2}.$$

For a gradient-corrected exchange functional, this translates the parameter $\mu$ into a $Z\ln Z$ contribution at large nuclear charge, within an unscreened core, between the two assumed cutoffs and for the $s^2$ term alone. The regions inside $a/Z$ and beyond $bZ^{-1/3}$ are left out, as are higher powers of $s$, so the limit is a statement about this core model and not about the full exchange energy of an atom.

The Lean proof specialises (g), simplifies the constant in `c`, and identifies $aZ^{-1}$ with $a/Z$ inside the limit.

```lean
/-- For `a, b > 0` the gradient term of the exchange energy from `a/Z` to `b Z^(-1/3)`,
divided by `Z ln Z`, tends to `-3μ/(4π²)` as `Z` grows. -/
theorem tendsto_gradientEnergy_core (μ : ℝ) {a b : ℝ} (ha : 0 < a) (hb : 0 < b) :
    Tendsto (fun Z : ℝ =>
        gradientEnergy μ Z (a / Z) (b * Z ^ (-(1 / 3) : ℝ)) / (Z * Real.log Z))
      atTop (𝓝 (-(3 * μ / (4 * π ^ 2)))) := by
  have h := tendsto_gradientEnergy_powers μ 1 (1 / 3) ha hb
  have c : -(9 * μ / (8 * π ^ 2)) * (1 - 1 / 3) = -(3 * μ / (4 * π ^ 2)) := by ring
  rw [c] at h
  refine h.congr fun Z => ?_
  simp only [Real.rpow_neg_one, div_eq_mul_inv]

end

end ExchangeGradientExpansion
```

```lean
#print axioms ExchangeGradientExpansion.gradientEnergy_core
-- 'ExchangeGradientExpansion.gradientEnergy_core' depends on axioms: [propext, Classical.choice, Quot.sound]
#print axioms ExchangeGradientExpansion.tendsto_gradientEnergy_core
-- 'ExchangeGradientExpansion.tendsto_gradientEnergy_core' depends on axioms: [propext, Classical.choice, Quot.sound]
```
